# Detailed balance makes the quadratic form of a finite-level master equation, weighted by inverse equilibrium populations, non-positive

## Populations, rates and weights

Number finitely many spin levels by i. Let x_i be the population of level i, or its deviation from the equilibrium population, so that x_i may have either sign. Let W_ij be the transition rate from level j to level i. The generator L of the master equation dx/dt = Lx is gain minus loss:

(Lx)_i = ∑_j (W_ij x_j − W_ji x_i).

The diagonal entries W_ii cancel. The weights p_i > 0 are equilibrium populations up to a common factor, for a lattice at temperature T the Boltzmann factors exp(−E_i/kT), where E_i is the energy of level i and k is Boltzmann's constant. Detailed balance is the condition

W_ij p_j = W_ji p_i.

It is assumed here, and it stands for a lattice that stays in thermal equilibrium while it exchanges energy with the spins. The quantity of interest is the quadratic form

Q(x) = ∑_i x_i (Lx)_i / p_i.

## The sign of Q and its zeros

If the rates between distinct levels are non-negative and detailed balance holds, then Q(x) ≤ 0 for every real x. If, in addition, every level can be reached from every other by a chain of transitions with positive rates, then Q(x) = 0 exactly when x = c p for some real c. When all rates between distinct levels are positive, one-step chains suffice. The chain condition also admits selection rules that forbid some direct transitions.

In a model of spin-lattice relaxation with populations only and constant rates, this excludes real modes that grow exponentially.

## A sum of squares over pairs of levels

Write u_i = x_i/p_i for the relative populations and F_ij = W_ij p_j for the equilibrium flows. Detailed balance says F_ij = F_ji. Inserting x_i = p_i u_i gives

(Lx)_i = ∑_j (F_ij u_j − F_ji u_i) = ∑_j F_ij (u_j − u_i),

Q = ∑_ij F_ij u_i (u_j − u_i).

Exchanging the names i and j, and using the symmetry of F, gives

Q = ∑_ij F_ij u_j (u_i − u_j).

Adding the two expressions gives

2Q = ∑_ij F_ij (2u_i u_j − u_i² − u_j²),

Q = −½ ∑_ij F_ij (u_i − u_j)².

Terms with i = j vanish and the others are non-negative, so Q ≤ 0. If Q = 0, every term vanishes, and u_i = u_j wherever W_ij > 0. Following chains of transitions makes all u_i equal to one number c, so x = c p. Conversely, x = c p makes every difference zero.

## Stationary states, decay rates and distance

With connected levels, Lx = 0 implies Q(x) = 0, hence x = c p. Conversely, L(cp) = 0 term by term, by detailed balance.

Let the levels again be connected, and let Lx = −r x with r real and x not a multiple of p. Then

Q(x) = −r ∑_i x_i²/p_i.

If r ≤ 0, the right side would be non-negative, which forces Q(x) = 0 and makes x a multiple of p. Hence r > 0.

For a solution x(t), set D(t) = ∑_i (x_i − c p_i)²/p_i with c fixed. Since L(x − cp) = Lx,

dD/dt = 2 ∑_i (x_i − c p_i)(Lx)_i/p_i = 2Q(x − cp) ≤ 0.

This needs no connectivity. It shows that D never increases, which is weaker than convergence to equilibrium.

## Two levels with the wrong weights or without transitions

Take levels 0 and 1 with W_01 = 1 and W_10 = 3. These rates satisfy detailed balance for the weights (1, 3), but not for p = (1, 1). If Q is formed with p = (1, 1) all the same, then x = (1, 2) gives Lx = (−1, 1) and Q = 1 > 0. The weights must belong to the rates.

Now set both rates to zero. Detailed balance holds, but the levels are not connected. Then Q = 0 for x = (1, 0), which is not a multiple of p.

## The symmetric matrix in a relaxation code

Substituting x_i = √p_i y_i turns Q into ∑_ij y_i K_ij y_j, with

K_ij = W_ij √(p_j/p_i) for i ≠ j, K_ii = −∑_{j≠i} W_ji.

The same substitution turns Lx = −r x into Ky = −r y, so K has the eigenvalues of L. Detailed balance makes K symmetric, so a program can obtain the relaxation rates from a symmetric eigensolver, as minus the non-zero eigenvalues of K. For connected levels exactly one eigenvalue is zero, and it belongs to equilibrium. Check the symmetry first: many such solvers read only one triangle and would hide an inconsistent pair of rates.

## Rates, weights and chains in Lean

The finite type `ι` labels the levels, `W i j` is the rate from `j` to `i`, and `generator W x i` is (Lx)_i. `DetailedBalance W p` is the balance condition, and `Connected W` expresses reachability by `Relation.ReflTransGen`, which allows chains of any finite length, including zero. The weights need not sum to one.

`dissipation_nonpos` and `dissipation_eq_zero_iff` state the sign and the equality case; `dissipation_of_pos_rates` combines them for positive rates. In `distance_antitone`, the solution is assumed to satisfy the master equation at every real time. Coherences, time-dependent rates and infinitely many levels are not covered, and no numerical relaxation time follows.

```lean
import Mathlib

open Finset

namespace SpinLatticeRelaxation

/-- The master-equation generator: gain minus loss of the population of level `i`,
where `W i j` is the transition rate from level `j` to level `i`. -/
def generator {ι : Type*} [Fintype ι] (W : ι → ι → ℝ) (x : ι → ℝ) (i : ι) : ℝ :=
  ∑ j, (W i j * x j - W j i * x i)

/-- Detailed balance: at populations `p` the flows between any two levels cancel. -/
def DetailedBalance {ι : Type*} (W : ι → ι → ℝ) (p : ι → ℝ) : Prop :=
  ∀ i j, W i j * p j = W j i * p i

/-- Every level can be reached from every other by a chain of transitions
with positive rates. -/
def Connected {ι : Type*} (W : ι → ι → ℝ) : Prop :=
  ∀ i j, Relation.ReflTransGen (fun a b => 0 < W b a) i j

/-- For positive weights and non-negative rates between distinct levels, each pair of levels gives a
non-negative term: the flow `W i j * p j` times the squared difference of the relative populations
`x i / p i` and `x j / p j`. -/
theorem exchange_nonneg {ι : Type*} {W : ι → ι → ℝ} {p : ι → ℝ} (hp : ∀ i, 0 < p i)
    (hW : ∀ i j, i ≠ j → 0 ≤ W i j) (x : ι → ℝ) (i j : ι) :
    0 ≤ W i j * p j * (x i / p i - x j / p j) ^ 2 := by
  by_cases h : i = j
  · subst h
    simp
  · exact mul_nonneg (mul_nonneg (hW i j h) (hp j).le) (sq_nonneg _)

variable {ι : Type*} [Fintype ι] {W : ι → ι → ℝ} {p : ι → ℝ}

/-- With positive weights and detailed balance, the quadratic form
`∑ i, x i * generator W x i / p i` is minus half the sum over ordered pairs of levels of squared
differences of the relative populations `x i / p i`, weighted by the equilibrium flows. -/
theorem dissipation_identity (hp : ∀ i, 0 < p i) (hb : DetailedBalance W p) (x : ι → ℝ) :
    ∑ i, x i * generator W x i / p i =
      -(1 / 2) * ∑ i, ∑ j, W i j * p j * (x i / p i - x j / p j) ^ 2 := by
  -- express the flows through the relative populations
  have h1 : ∑ i, x i * generator W x i / p i =
      ∑ i, ∑ j, W i j * p j * (x i / p i * (x j / p j - x i / p i)) := by
    refine sum_congr rfl fun i _ => ?_
    rw [generator, mul_sum, sum_div]
    refine sum_congr rfl fun j _ => ?_
    have hi := (hp i).ne'
    have hj := (hp j).ne'
    have e1 : p j * (x j / p j) = x j := by field_simp
    have e2 : p i * (x i / p i) = x i := by field_simp
    linear_combination (x i / p i) * (-(W i j) * e1 + (x i / p i) * hb i j + W j i * e2)
  -- exchange the two levels of each pair
  have h2 : ∑ i, ∑ j, W i j * p j * (x i / p i * (x j / p j - x i / p i)) =
      ∑ i, ∑ j, W i j * p j * (x j / p j * (x i / p i - x j / p j)) := by
    rw [sum_comm]
    refine sum_congr rfl fun a _ => sum_congr rfl fun b _ => ?_
    rw [hb b a]
  have h3 : ∑ i, ∑ j, W i j * p j * (x i / p i * (x j / p j - x i / p i)) +
      ∑ i, ∑ j, W i j * p j * (x j / p j * (x i / p i - x j / p j)) +
      ∑ i, ∑ j, W i j * p j * (x i / p i - x j / p j) ^ 2 = 0 := by
    simp only [← sum_add_distrib]
    exact sum_eq_zero fun i _ => sum_eq_zero fun j _ => by ring
  rw [h1]
  linarith

/-- With positive weights, non-negative rates between distinct levels and detailed balance, the
quadratic form `∑ i, x i * generator W x i / p i` is never positive. -/
theorem dissipation_nonpos (hp : ∀ i, 0 < p i) (hW : ∀ i j, i ≠ j → 0 ≤ W i j)
    (hb : DetailedBalance W p) (x : ι → ℝ) :
    ∑ i, x i * generator W x i / p i ≤ 0 := by
  rw [dissipation_identity hp hb]
  have h := sum_nonneg fun i (_ : i ∈ univ) =>
    sum_nonneg fun j (_ : j ∈ univ) => exchange_nonneg hp hW x i j
  linarith

/-- With positive weights, non-negative rates between distinct levels, detailed balance and
connected levels, the quadratic form `∑ i, x i * generator W x i / p i` vanishes exactly at the
multiples of `p`. -/
theorem dissipation_eq_zero_iff (hp : ∀ i, 0 < p i) (hW : ∀ i j, i ≠ j → 0 ≤ W i j)
    (hb : DetailedBalance W p) (hc : Connected W) (x : ι → ℝ) :
    ∑ i, x i * generator W x i / p i = 0 ↔ ∃ c : ℝ, ∀ i, x i = c * p i := by
  rw [dissipation_identity hp hb]
  have ht := exchange_nonneg hp hW x
  constructor
  · intro h
    have h0 : ∑ i, ∑ j, W i j * p j * (x i / p i - x j / p j) ^ 2 = 0 := by linarith
    -- a vanishing sum of non-negative terms vanishes term by term
    have hz : ∀ i j, W i j * p j * (x i / p i - x j / p j) ^ 2 = 0 := fun i j =>
      (sum_eq_zero_iff_of_nonneg fun j _ => ht i j).1
        ((sum_eq_zero_iff_of_nonneg fun i _ => sum_nonneg fun j _ => ht i j).1 h0 i
          (mem_univ i)) j (mem_univ j)
    have step : ∀ a b, 0 < W b a → x a / p a = x b / p b := by
      intro a b hab
      have h1 := (mul_eq_zero.1 (hz b a)).resolve_left (mul_pos hab (hp a)).ne'
      have h2 := pow_eq_zero_iff (two_ne_zero) |>.1 h1
      linarith
    -- equality of relative populations spreads along chains of transitions
    have chain : ∀ i j, x i / p i = x j / p j := by
      intro i j
      have hij := hc i j
      induction hij with
      | refl => rfl
      | tail _ hbc ih => exact ih.trans (step _ _ hbc)
    rcases isEmpty_or_nonempty ι with he | ⟨⟨k⟩⟩
    · exact ⟨0, fun i => he.elim i⟩
    · refine ⟨x k / p k, fun i => ?_⟩
      have hi := (hp i).ne'
      rw [chain k i]
      field_simp
  · rintro ⟨c, hx⟩
    have hu : ∀ i, x i / p i = c := by
      intro i
      have hi := (hp i).ne'
      rw [hx i]
      field_simp
    simp [hu]

/-- If all weights and all rates between distinct levels are positive and detailed balance holds,
the quadratic form `∑ i, x i * generator W x i / p i` is never positive and vanishes exactly at the
multiples of `p`. -/
theorem dissipation_of_pos_rates (hp : ∀ i, 0 < p i) (hW : ∀ i j, i ≠ j → 0 < W i j)
    (hb : DetailedBalance W p) (x : ι → ℝ) :
    ∑ i, x i * generator W x i / p i ≤ 0 ∧
      (∑ i, x i * generator W x i / p i = 0 ↔ ∃ c : ℝ, ∀ i, x i = c * p i) := by
  have hW' : ∀ i j, i ≠ j → 0 ≤ W i j := fun i j h => (hW i j h).le
  refine ⟨dissipation_nonpos hp hW' hb x, dissipation_eq_zero_iff hp hW' hb ?_ x⟩
  intro i j
  by_cases h : i = j
  · rw [h]
  · exact Relation.ReflTransGen.single (hW j i (Ne.symm h))

/-- With positive weights, non-negative rates between distinct levels, detailed balance and
connected levels, the stationary vectors of the master equation are the multiples of `p`. -/
theorem stationary_iff (hp : ∀ i, 0 < p i) (hW : ∀ i j, i ≠ j → 0 ≤ W i j)
    (hb : DetailedBalance W p) (hc : Connected W) (x : ι → ℝ) :
    (∀ i, generator W x i = 0) ↔ ∃ c : ℝ, ∀ i, x i = c * p i := by
  constructor
  · intro h
    exact (dissipation_eq_zero_iff hp hW hb hc x).1 (sum_eq_zero fun i _ => by simp [h i])
  · rintro ⟨c, hx⟩ i
    refine sum_eq_zero fun j _ => ?_
    rw [hx i, hx j]
    linear_combination c * hb i j

/-- With positive weights, non-negative rates between distinct levels, detailed balance and
connected levels, a real mode with `generator W x i = -r * x i` that is not a multiple of `p` has a
positive relaxation rate `r`. -/
theorem relaxation_rate_pos (hp : ∀ i, 0 < p i) (hW : ∀ i j, i ≠ j → 0 ≤ W i j)
    (hb : DetailedBalance W p) (hc : Connected W) {x : ι → ℝ} {r : ℝ}
    (hL : ∀ i, generator W x i = -r * x i) (hx : ¬ ∃ c : ℝ, ∀ i, x i = c * p i) :
    0 < r := by
  by_contra hr
  have hr' : 0 ≤ -r := by linarith [not_lt.1 hr]
  have hs : 0 ≤ ∑ i, x i * generator W x i / p i := sum_nonneg fun i _ => by
    rw [hL i]
    exact div_nonneg (by nlinarith [mul_nonneg hr' (mul_self_nonneg (x i))]) (hp i).le
  exact hx ((dissipation_eq_zero_iff hp hW hb hc x).1
    (le_antisymm (dissipation_nonpos hp hW hb x) hs))

/-- With positive weights, non-negative rates between distinct levels and detailed balance,
the weighted squared distance of a solution of the master equation from any fixed multiple
of `p` never increases in time. -/
theorem distance_antitone (hp : ∀ i, 0 < p i) (hW : ∀ i j, i ≠ j → 0 ≤ W i j)
    (hb : DetailedBalance W p) {x : ℝ → ι → ℝ}
    (hx : ∀ t i, HasDerivAt (fun s => x s i) (generator W (x t) i) t) (c : ℝ) :
    Antitone (fun t => ∑ i, (x t i - c * p i) ^ 2 / p i) := by
  -- subtracting a multiple of `p` does not change the flow
  have hL : ∀ t i, generator W (fun k => x t k - c * p k) i = generator W (x t) i := by
    intro t i
    refine sum_congr rfl fun j _ => ?_
    linear_combination (-c) * hb i j
  have hd : ∀ t, HasDerivAt (fun s => ∑ i, (x s i - c * p i) ^ 2 / p i)
      (∑ i, 2 * (x t i - c * p i) * generator W (x t) i / p i) t := fun t =>
    HasDerivAt.fun_sum fun i _ =>
      ((((hx t i).sub_const (c * p i)).fun_pow 2).div_const (p i)).congr_deriv (by norm_num)
  refine antitone_of_deriv_nonpos (fun t => (hd t).differentiableAt) fun t => ?_
  rw [(hd t).deriv]
  have h := dissipation_nonpos hp hW hb (fun k => x t k - c * p k)
  simp only [hL] at h
  have e : ∑ i, 2 * (x t i - c * p i) * generator W (x t) i / p i =
      2 * ∑ i, (x t i - c * p i) * generator W (x t) i / p i := by
    rw [mul_sum]
    exact sum_congr rfl fun i _ => by ring
  linarith

/-- Rates of a three-level ladder with transitions between neighbouring levels only. -/
def ladderRates : Fin 3 → Fin 3 → ℝ := ![![0, 2, 0], ![1, 0, 2], ![0, 1, 0]]

/-- Weights of the three-level ladder, halved at each step up. -/
def ladderWeights : Fin 3 → ℝ := ![4, 2, 1]

/-- The three-level ladder has positive weights, non-negative rates, detailed balance and
connected levels. -/
theorem ladder_witness :
    (∀ i, 0 < ladderWeights i) ∧ (∀ i j, i ≠ j → 0 ≤ ladderRates i j) ∧
      DetailedBalance ladderRates ladderWeights ∧ Connected ladderRates := by
  refine ⟨?_, ?_, ?_, ?_⟩
  · intro i
    fin_cases i <;> norm_num [ladderWeights]
  · intro i j _
    fin_cases i <;> fin_cases j <;> norm_num [ladderRates]
  · intro i j
    fin_cases i <;> fin_cases j <;> norm_num [ladderRates, ladderWeights]
  · -- every chain may pass through the middle level
    have up : ∀ i, Relation.ReflTransGen (fun a b => 0 < ladderRates b a) i 1 := by
      intro i
      fin_cases i
      · exact Relation.ReflTransGen.single (by norm_num [ladderRates])
      · exact Relation.ReflTransGen.refl
      · exact Relation.ReflTransGen.single (by norm_num [ladderRates])
    have down : ∀ j, Relation.ReflTransGen (fun a b => 0 < ladderRates b a) 1 j := by
      intro j
      fin_cases j
      · exact Relation.ReflTransGen.single (by norm_num [ladderRates])
      · exact Relation.ReflTransGen.refl
      · exact Relation.ReflTransGen.single (by norm_num [ladderRates])
    exact fun i j => (up i).trans (down j)

end SpinLatticeRelaxation
```

```lean
#print axioms SpinLatticeRelaxation.dissipation_identity
#print axioms SpinLatticeRelaxation.dissipation_of_pos_rates
#print axioms SpinLatticeRelaxation.relaxation_rate_pos
#print axioms SpinLatticeRelaxation.distance_antitone
```

```
'SpinLatticeRelaxation.dissipation_identity' depends on axioms: [propext, Classical.choice, Quot.sound]
'SpinLatticeRelaxation.dissipation_of_pos_rates' depends on axioms: [propext, Classical.choice, Quot.sound]
'SpinLatticeRelaxation.relaxation_rate_pos' depends on axioms: [propext, Classical.choice, Quot.sound]
'SpinLatticeRelaxation.distance_antitone' depends on axioms: [propext, Classical.choice, Quot.sound]
```

## From pair terms to chains of transitions

`exchange_nonneg` treats one pair: for equal levels the square is zero, otherwise the term is a product of non-negative factors. In `dissipation_identity`, `h1` rewrites Q through relative populations, `h2` exchanges the indices with `sum_comm` and detailed balance, and `h3` is the addition that completes the squares. `dissipation_nonpos` then sums the pair terms.

For equality, `sum_eq_zero_iff_of_nonneg` is applied to the outer and then the inner sum, giving `hz`: each term vanishes. `step` extracts equal relative populations across one allowed transition, and `chain` extends this by induction on the length of the chain. The constant c is the relative population of any chosen level; with no levels, c = 0 serves.

`stationary_iff` and `relaxation_rate_pos` follow the arguments above, the latter by contradiction. In `distance_antitone`, `hL` shows that subtracting c p leaves the flow unchanged, `hd` differentiates the distance, and `antitone_of_deriv_nonpos` turns the sign of the derivative into monotonicity.

`ladder_witness` checks all the hypotheses for three levels with neighbouring transitions only. The weights 4, 2, 1 correspond to normalised populations 4/7, 2/7, 1/7, and every chain is routed through the middle level, 1.
